# Free action and absence of torsion for groups of Seitz operators with finite point group

An atom placed on a mirror plane or a rotation axis of a crystal is mapped onto itself by that operation and sits on a special position, whereas a glide reflection or a screw rotation moves every point. This raises the question of which symmetry groups have general positions only, and whether the answer can be read from the multiplication law of the group alone.

```lean
import Mathlib

open Matrix Finset

namespace BieberbachFreeAction

noncomputable section

/-- A real Seitz operator `{R|t}`: an invertible matrix `R` and a translation vector `t`. -/
@[ext] structure Seitz (n : Type) [Fintype n] [DecidableEq n] where
  R : (Matrix n n ℝ)ˣ
  t : n → ℝ

variable {n : Type} [Fintype n] [DecidableEq n]

/-- Product `{R|t}{R'|t'} = {RR'|Rt' + t}`. -/
instance : Mul (Seitz n) := ⟨fun a b => ⟨a.R * b.R, a.R.val *ᵥ b.t + a.t⟩⟩

/-- Identity `{1|0}`. -/
instance : One (Seitz n) := ⟨⟨1, 0⟩⟩

/-- Inverse `{R⁻¹|-R⁻¹t}`. -/
instance : Inv (Seitz n) := ⟨fun a => ⟨a.R⁻¹, -((a.R⁻¹).val *ᵥ a.t)⟩⟩

/-- The Seitz operators form a group. -/
instance : Group (Seitz n) :=
  Group.ofLeftAxioms
    (fun a b c => Seitz.ext (mul_assoc a.R b.R c.R) (by
      show (a.R * b.R).val *ᵥ c.t + (a.R.val *ᵥ b.t + a.t)
        = a.R.val *ᵥ (b.R.val *ᵥ c.t + b.t) + a.t
      simp only [Units.val_mul, mulVec_add, mulVec_mulVec, add_assoc]))
    (fun a => Seitz.ext (one_mul a.R) (by
      show (1 : (Matrix n n ℝ)ˣ).val *ᵥ a.t + 0 = a.t
      simp))
    (fun a => Seitz.ext (inv_mul_cancel a.R) (by
      show (a.R⁻¹).val *ᵥ a.t + -((a.R⁻¹).val *ᵥ a.t) = 0
      exact add_neg_cancel _))

/-- Action on points: `{R|t} x = R x + t`. -/
instance : MulAction (Seitz n) (n → ℝ) where
  smul g x := g.R.val *ᵥ x + g.t
  one_smul x := by
    show (1 : (Matrix n n ℝ)ˣ).val *ᵥ x + 0 = x
    simp
  mul_smul a b x := by
    show (a.R * b.R).val *ᵥ x + (a.R.val *ᵥ b.t + a.t)
      = a.R.val *ᵥ (b.R.val *ᵥ x + b.t) + a.t
    simp only [Units.val_mul, mulVec_add, mulVec_mulVec, add_assoc]

/-- The linear-part homomorphism `{R|t} ↦ R`. -/
def linear : Seitz n →* (Matrix n n ℝ)ˣ where
  toFun g := g.R
  map_one' := rfl
  map_mul' _ _ := rfl

/-- The point group of `G`: the group of linear parts of its operators. -/
def pointGroup (G : Subgroup (Seitz n)) : Subgroup (Matrix n n ℝ)ˣ := G.map linear

/-- `G` acts freely (every position is general): only the identity fixes a point. -/
def ActsFreely (G : Subgroup (Seitz n)) : Prop :=
  ∀ g ∈ G, ∀ x : n → ℝ, g • x = x → g = 1

/-- `G` has no element of finite order other than the identity. -/
def TorsionFree (G : Subgroup (Seitz n)) : Prop :=
  ∀ g ∈ G, IsOfFinOrder g → g = 1

/-- The centroid of the `m` points `x, g x, …, g^(m-1) x`. -/
def centroid (g : Seitz n) (m : ℕ) (x : n → ℝ) : n → ℝ :=
  (m : ℝ)⁻¹ • ∑ k ∈ range m, g ^ k • x

/-- The translation part of `{R|t}^m` is `(1 + R + ⋯ + R^(m-1)) t`. -/
theorem pow_t (g : Seitz n) (m : ℕ) :
    (g ^ m).t = ∑ k ∈ range m, (g.R ^ k).val *ᵥ g.t := by
  induction m with
  | zero => rw [pow_zero, sum_range_zero]; rfl
  | succ m ih =>
    have hR : (g ^ m).R = g.R ^ m := map_pow linear g m
    rw [pow_succ, sum_range_succ, ← ih, ← hR, add_comm]
    rfl

/-- If `g^m` is the identity with `m > 0`, then `g` fixes the centroid of
`x, g x, …, g^(m-1) x` for every point `x`. -/
theorem centroid_fixed (g : Seitz n) {m : ℕ} (hm : 0 < m) (h : g ^ m = 1) (x : n → ℝ) :
    g • centroid g m x = centroid g m x := by
  have hm' : (m : ℝ) ≠ 0 := Nat.cast_ne_zero.mpr hm.ne'
  -- `g` permutes the orbit points cyclically
  have hshift : ∑ k ∈ range m, g ^ (k + 1) • x = ∑ k ∈ range m, g ^ k • x := by
    have e1 := sum_range_succ (fun k => g ^ k • x) m
    have e2 := sum_range_succ' (fun k => g ^ k • x) m
    simp only [h, pow_zero] at e1 e2
    exact add_right_cancel (e2.symm.trans e1)
  have hstep : ∀ k, g ^ (k + 1) • x = g.R.val *ᵥ (g ^ k • x) + g.t := by
    intro k
    rw [pow_succ', mul_smul]
    rfl
  have hlin := map_sum g.R.val.mulVecLin (fun k => g ^ k • x) (range m)
  simp only [mulVecLin_apply] at hlin
  -- hence the orbit sum `S` satisfies `R S + m t = S`
  have hS : g.R.val *ᵥ (∑ k ∈ range m, g ^ k • x) + (m : ℝ) • g.t
      = ∑ k ∈ range m, g ^ k • x := by
    rw [hlin]
    conv_rhs => rw [← hshift]
    simp only [hstep]
    rw [sum_add_distrib, sum_const, card_range, Nat.cast_smul_eq_nsmul]
  show g.R.val *ᵥ ((m : ℝ)⁻¹ • ∑ k ∈ range m, g ^ k • x) + g.t
    = (m : ℝ)⁻¹ • ∑ k ∈ range m, g ^ k • x
  conv_rhs => rw [← hS]
  rw [mulVec_smul, smul_add, smul_smul, inv_mul_cancel₀ hm', one_smul]

/-- If `R^m = 1` and `{R|t}` fixes a point, then `{R|t}^m` is the identity. -/
theorem pow_eq_one_of_fixed (g : Seitz n) {m : ℕ} (hR : g.R ^ m = 1) {x : n → ℝ}
    (hx : g • x = x) : g ^ m = 1 := by
  have h1 : (g ^ m).R = 1 := (map_pow linear g m).trans hR
  have h2 : g ^ m • x = x :=
    (MulAction.stabilizer (Seitz n) x).pow_mem (MulAction.mem_stabilizer_iff.mpr hx) m
  -- `g^m` is a pure translation with a fixed point
  have h3 : (g ^ m).R.val *ᵥ x + (g ^ m).t = x := h2
  rw [h1, Units.val_one, one_mulVec] at h3
  refine Seitz.ext h1 ?_
  show (g ^ m).t = 0
  exact add_left_cancel (h3.trans (add_zero x).symm)

/-- For `R^m = 1` with `m > 0`, the operator `{R|t}` fixes some point if and only if
`(1 + R + ⋯ + R^(m-1)) t = 0`. -/
theorem fixed_point_iff (g : Seitz n) {m : ℕ} (hm : 0 < m) (hR : g.R ^ m = 1) :
    (∃ x : n → ℝ, g • x = x) ↔ ∑ k ∈ range m, (g.R ^ k).val *ᵥ g.t = 0 := by
  rw [← pow_t]
  constructor
  · rintro ⟨x, hx⟩
    rw [pow_eq_one_of_fixed g hR hx]
    rfl
  · intro h
    have h1 : g ^ m = 1 := Seitz.ext ((map_pow linear g m).trans hR) h
    exact ⟨_, centroid_fixed g hm h1 0⟩

/-- A group of Seitz operators acting freely is torsion-free, whatever its point group. -/
theorem torsionFree_of_actsFreely (G : Subgroup (Seitz n)) (h : ActsFreely G) :
    TorsionFree G := by
  intro g hg hfin
  obtain ⟨m, hm, e⟩ := isOfFinOrder_iff_pow_eq_one.mp hfin
  exact h g hg _ (centroid_fixed g hm e 0)

/-- A group of real Seitz operators with finite point group acts freely if and only if
it has no element of finite order other than the identity. -/
theorem actsFreely_iff_torsionFree (G : Subgroup (Seitz n))
    (hP : (pointGroup G : Set (Matrix n n ℝ)ˣ).Finite) :
    ActsFreely G ↔ TorsionFree G := by
  refine ⟨torsionFree_of_actsFreely G, fun h g hg x hx => ?_⟩
  have hmem : g.R ∈ pointGroup G := ⟨g, hg, rfl⟩
  -- the linear part lies in a finite group, so it has finite order
  have hR : IsOfFinOrder g.R :=
    finite_zpowers.mp (hP.subset fun y hy => Subgroup.zpowers_le.mpr hmem hy)
  obtain ⟨m, hm, e⟩ := isOfFinOrder_iff_pow_eq_one.mp hR
  exact h g hg (isOfFinOrder_iff_pow_eq_one.mpr ⟨m, hm, pow_eq_one_of_fixed g e hx⟩)

/-- The group generated by one operator of infinite order is torsion-free. -/
theorem torsionFree_zpowers (g : Seitz n) (h : ¬ IsOfFinOrder g) :
    TorsionFree (Subgroup.zpowers g) := by
  intro a ha hfin
  obtain ⟨k, rfl⟩ := Subgroup.mem_zpowers_iff.mp ha
  by_cases hk : k = 0
  · rw [hk, zpow_zero]
  · obtain ⟨j, hj, e⟩ := isOfFinOrder_iff_zpow_eq_one.mp hfin
    exact absurd (isOfFinOrder_iff_zpow_eq_one.mpr
      ⟨k * j, mul_ne_zero hk hj, by rw [_root_.zpow_mul, e]⟩) h

/-- The plane glide `(x, y) ↦ (x + 1/2, -y)`. -/
def glide : Seitz (Fin 2) where
  R := ⟨!![1, 0; 0, -1], !![1, 0; 0, -1],
    by ext i j; fin_cases i <;> fin_cases j <;> simp [Matrix.mul_apply, Fin.sum_univ_succ],
    by ext i j; fin_cases i <;> fin_cases j <;> simp [Matrix.mul_apply, Fin.sum_univ_succ]⟩
  t := ![1 / 2, 0]

/-- The glide has linear part different from 1, and the group it generates has finite
point group, is torsion-free and acts freely. -/
theorem glide_witness :
    glide.R ≠ 1 ∧
    (pointGroup (Subgroup.zpowers glide) : Set (Matrix (Fin 2) (Fin 2) ℝ)ˣ).Finite ∧
    TorsionFree (Subgroup.zpowers glide) ∧ ActsFreely (Subgroup.zpowers glide) := by
  have hsq : glide.R ^ 2 = 1 := by
    rw [sq]
    exact Units.ext glide.R.val_inv
  have hfin :
      (pointGroup (Subgroup.zpowers glide) : Set (Matrix (Fin 2) (Fin 2) ℝ)ˣ).Finite := by
    rw [pointGroup, MonoidHom.map_zpowers]
    exact finite_zpowers.mpr (isOfFinOrder_iff_pow_eq_one.mpr ⟨2, two_pos, hsq⟩)
  have htf : TorsionFree (Subgroup.zpowers glide) := by
    refine torsionFree_zpowers _ fun h => ?_
    obtain ⟨m, hm, e⟩ := isOfFinOrder_iff_pow_eq_one.mp h
    -- finite order would give a fixed point, but the first coordinate moves by 1/2
    obtain ⟨x, hx⟩ : ∃ x : Fin 2 → ℝ, glide • x = x := ⟨_, centroid_fixed glide hm e 0⟩
    have h0 : (glide.R.val *ᵥ x + glide.t) 0 = x 0 := congrFun hx 0
    have h1 : (glide.R.val *ᵥ x + glide.t) 0 = x 0 + 1 / 2 := by
      simp [glide, dotProduct, Fin.sum_univ_succ]
    linarith
  refine ⟨fun h => ?_, hfin, htf, (actsFreely_iff_torsionFree _ hfin).mpr htf⟩
  have h1 : glide.R.val 1 1 = -1 := by simp [glide]
  rw [h, Units.val_one, one_apply_eq] at h1
  linarith

/-- The dilation `x ↦ 2x` of the line. -/
def dilation : Seitz (Fin 1) where
  R := ⟨!![2], !![2⁻¹],
    by ext i j; fin_cases i; fin_cases j; simp [Matrix.mul_apply],
    by ext i j; fin_cases i; fin_cases j; simp [Matrix.mul_apply]⟩
  t := 0

/-- The group generated by the dilation `x ↦ 2x` is torsion-free but does not act freely. -/
theorem dilation_not_free :
    TorsionFree (Subgroup.zpowers dilation) ∧ ¬ ActsFreely (Subgroup.zpowers dilation) := by
  have hinf : ¬ IsOfFinOrder dilation := by
    intro h
    obtain ⟨m, hm, e⟩ := isOfFinOrder_iff_pow_eq_one.mp h
    have h1 : dilation.R ^ m = 1 := by
      have := map_pow linear dilation m
      rw [e, map_one] at this
      exact this.symm
    have h2 : dilation.R.val ^ m = 1 := by
      rw [← Units.val_pow_eq_pow_val, h1, Units.val_one]
    have hd : dilation.R.val.det = 2 := by simp [dilation]
    have h3 := congrArg Matrix.det h2
    rw [det_pow, det_one, hd] at h3
    have := one_lt_pow₀ (show (1 : ℝ) < 2 by norm_num) hm.ne'
    linarith
  refine ⟨torsionFree_zpowers _ hinf, fun h => hinf ?_⟩
  have h0 : dilation • (0 : Fin 1 → ℝ) = 0 := by
    show dilation.R.val *ᵥ 0 + 0 = 0
    rw [mulVec_zero, add_zero]
  have h1 := h dilation (Subgroup.mem_zpowers _) 0 h0
  exact isOfFinOrder_iff_pow_eq_one.mpr ⟨1, one_pos, (pow_one _).trans h1⟩

end

end BieberbachFreeAction
```

```lean
#print axioms BieberbachFreeAction.fixed_point_iff
-- 'BieberbachFreeAction.fixed_point_iff' depends on axioms: [propext, Classical.choice, Quot.sound]
#print axioms BieberbachFreeAction.torsionFree_of_actsFreely
-- 'BieberbachFreeAction.torsionFree_of_actsFreely' depends on axioms: [propext, Classical.choice, Quot.sound]
#print axioms BieberbachFreeAction.dilation_not_free
-- 'BieberbachFreeAction.dilation_not_free' depends on axioms: [propext, Classical.choice, Quot.sound]
```

## What is stated

A Seitz operator \(g=\{R|t\}\) is a term of `Seitz n`: an invertible real matrix \(R\), of type `(Matrix n n ℝ)ˣ`, and a vector \(t\), both indexed by a finite set `n` of coordinate labels. Points are vectors \(x\) of type `n → ℝ`. The conventions are
\[
\{R|t\}\{R'|t'\}=\{RR'\,|\,Rt'+t\},\qquad g\,x=Rx+t,
\]
with identity \(\{1|0\}\) and inverse \(\{R^{-1}|-R^{-1}t\}\), so the right-hand factor acts first. The action is written `g • x`. The homomorphism `linear` sends \(\{R|t\}\) to \(R\), and for a subgroup \(G\) its image `pointGroup G` is the point group.

`ActsFreely G` says that an element of \(G\) fixing even one point is the identity. The site-symmetry group of every point is then trivial, which is the meaning of "general positions only". `TorsionFree G` says that an element with \(g^m=1\) for some integer \(m>0\) (`IsOfFinOrder g`) is the identity. The main theorem `actsFreely_iff_torsionFree` states that the two properties are equivalent under the single hypothesis `hP`, that the point group is a finite set.

A Bieberbach group is a torsion-free space group, and a space group is a discrete group of isometries containing a full lattice of translations. The theorem uses none of that structure: \(R\) need not be orthogonal, which suits fractional coordinates, and \(G\) need be neither discrete nor contain a lattice. Finiteness of the point group is assumed. For a space group it holds because the linear parts are orthogonal and map the lattice of all translations in the group onto itself, which only finitely many orthogonal matrices do; this argument is not in the Lean file. For a group known to be a space group, the equivalence identifies the Bieberbach groups with those lacking special positions. In structure refinement or electronic-structure work on an ideal crystal with exact symmetry and point-like atomic sites, such a group leaves every atom with trivial site symmetry, so no site symmetry restricts its coordinates or the force on it.

## Why it is true

*Powers.* Let \(t_m\) be the translation part of \(g^m\). Its linear part is \(R^m\). From \(g^{m+1}=g^m g=\{R^{m+1}\,|\,R^m t+t_m\}\) and \(t_0=0\),
\[
t_m=\sum_{k=0}^{m-1}R^k t .
\]
This is `pow_t`, proved by induction on \(m\); `map_pow linear g m` supplies the linear part \(R^m\).

*Finite order gives a fixed point.* Suppose \(g^m=1\) with \(m>0\), take any point \(x\), and put \(S=\sum_{k=0}^{m-1}g^k x\). Since \(g^m x=x=g^0x\), shifting the index only permutes the terms, so \(\sum_{k=0}^{m-1} g^{k+1}x=S\). Each shifted term is \(g^{k+1}x=R\,(g^kx)+t\), and summing gives
\[
RS+mt=S .
\]
Dividing by \(m\), the centroid \(c=S/m\) obeys \(Rc+t=c\). In `centroid_fixed` the index shift is `hshift`, obtained by splitting the sum over \(k=0,\dots,m\) once at its last and once at its first term; `hstep` is the single-term relation, `hlin` moves \(R\) through the sum, and `hS` is the displayed equation. The hypothesis `hm` supplies \(m\neq0\) for the division. If \(G\) acts freely, an element of finite order fixes the centroid of the orbit of the origin and is therefore the identity. That is `torsionFree_of_actsFreely`, which needs nothing about the point group.

*A fixed point gives finite order.* Suppose \(R^m=1\) and \(gx=x\). Then \(g^mx=x\), and \(g^m=\{1|t_m\}\) is a pure translation, so \(x+t_m=x\), \(t_m=0\) and \(g^m=1\). In `pow_eq_one_of_fixed`, `h1` gives the linear part, `h2` uses that the stabiliser of \(x\) is closed under powers, and cancelling \(x\) in `h3` finishes.

*The criterion.* For \(R^m=1\) with \(m>0\), `fixed_point_iff` combines the three steps: \(g\) fixes some point exactly when \(\sum_{k=0}^{m-1}R^kt=0\). A fixed point forces \(g^m=1\), hence \(t_m=0\). Conversely \(t_m=0\) and \(R^m=1\) give \(g^m=1\), and the centroid is fixed.

*The main theorem.* One direction is done. For the other, let \(G\) be torsion-free and let \(g\in G\) fix \(x\). All integer powers of \(R\) lie in the finite point group, so two coincide and \(R^m=1\) for some \(m>0\); this is `hR`, through `finite_zpowers`. Then \(g^m=1\) by `pow_eq_one_of_fixed`, and torsion-freeness gives \(g=1\).

## A glide and a dilation

Both examples are cyclic groups `Subgroup.zpowers g`, the set of all \(g^k\) with integer \(k\). By `torsionFree_zpowers`, such a group is torsion-free when \(g\) has infinite order: if \(k\neq0\) and \((g^k)^j=1\) with \(j\neq0\), then \(g^{kj}=1\) with \(kj\ne0\), a contradiction.

With coordinates \(x_0,x_1\), `glide` has \(R=\mathrm{diag}(1,-1)\) and \(t=(\tfrac12,0)\). The theorem `glide_witness` shows that \(R\neq1\), that the point group is finite because \(R^2=1\), and that the group is torsion-free and acts freely. Finite order would yield a fixed point with \(x_0+\tfrac12=x_0\), which `linarith` rejects; freeness then follows from the main theorem. The translations of this group run along \(x_0\) only, so it is the symmetry of a frieze and not of a plane crystal.

Without `hP` the equivalence can fail. The operator `dilation`, \(x\mapsto 2x\) on the line, has \(\det R^m=2^m>1\) for \(m>0\), so it has infinite order and generates a torsion-free group. It fixes the origin without being the identity, and `dilation_not_free` records that the action is not free. The step that breaks is the finite order of \(R\): the linear parts \(2^k\) are all different. Requiring isometries would not repair it: a rotation of the plane about the origin by an irrational multiple of a full turn also has infinite order and fixes the origin.

## Numbers, and a common slip

Take \(R=\mathrm{diag}(1,-1)\) and \(m=2\), so \(1+R=\mathrm{diag}(2,0)\). For \(t=(\tfrac12,0)\) the sum is \((1+R)t=(1,0)\neq0\): there is no fixed point, and \(g^2\) is the translation by \((1,0)\). For \(t=(0,\tfrac12)\) the sum vanishes. The orbit of the origin is \((0,0),(0,\tfrac12)\), its centroid is \((0,\tfrac14)\), and indeed \(-\tfrac14+\tfrac12=\tfrac14\): the operator is the mirror in the line \(x_1=\tfrac14\).

The criterion concerns one operator and demands exact vanishing of the sum. Reading it modulo lattice vectors empties it, because in a space group \(t_m\) is always a lattice vector when \(R^m=1\). Testing only one representative per point-group element is also unsafe. Adjoin the centring translation \((\tfrac12,\tfrac12)\) to the glide group. Together with \(g^{-2}\) it gives the translation \((-\tfrac12,\tfrac12)\), and
\[
\{1|(-\tfrac12,\tfrac12)\}\{R|(\tfrac12,0)\}=\{R|(0,\tfrac12)\},
\]
which is the mirror above. The enlarged group has special positions although neither generator fixes a point, and for this reason `ActsFreely` and `TorsionFree` quantify over every element of \(G\). The centred example is pencil arithmetic and does not appear in the Lean file.
